# Onsager symmetry of stationary correlations is equivalent to detailed balance in finite Markov jump processes

Take a Markov jump process with finitely many states, in a stationary state. The correlation of an observable f at time zero with an observable g at time t is unchanged when f and g are exchanged, for all f, g and all t ≥ 0, exactly when every pair of states exchanges equal probability flow in both directions.

This is a symmetry of correlations. Onsager's reciprocal relations between transport coefficients need a further link to linear response. In a Markov state model built from simulation data, unequal stationary cross-correlations of the model show that the model breaks detailed balance, which sampling error alone can cause. If the fit imposes detailed balance, they are equal by construction and say nothing about whether the data obey it.

## Correlations and rates

For i ≠ j, L_ij is the jump rate from state i to state j, and p_i is the weight of state i. In a jump process, (exp(tL) g)_i is the mean of g at time t after a start in i. The correlation is

C_L(t; f, g) = Σ_i p_i f_i (exp(tL) g)_i,

written `corr p L t f g` in Lean. Means are not subtracted. Observables are real functions of the state, and the definition attaches no extra sign to variables that are odd under time reversal, such as velocities.

```lean
import Mathlib

open Matrix
open scoped Matrix.Norms.Operator

namespace OnsagerCorrelations

noncomputable section

variable {n : Type*} [Fintype n] [DecidableEq n]

/-- The correlation `∑ i, p i * f i * (exp (t L) g) i` of the observable `f` at time zero
with the observable `g` at time `t`. -/
def corr (p : n → ℝ) (L : Matrix n n ℝ) (t : ℝ) (f g : n → ℝ) : ℝ :=
  ∑ i, p i * f i * (NormedSpace.exp (t • L) *ᵥ g) i
```

A backward generator has nonnegative off-diagonal rates and zero row sums.

```lean
/-- A backward generator: jump rates between different states are nonnegative and
every row sums to zero. -/
def IsGenerator (L : Matrix n n ℝ) : Prop :=
  (∀ i j, i ≠ j → 0 ≤ L i j) ∧ ∀ i, ∑ j, L i j = 0
```

Stationarity says that the net flow into each state vanishes. The weights need not sum to one, since a common factor cancels from every relation below.

```lean
/-- The weights `p` are stationary: `∑ i, p i * L i j = 0` for every state `j`. When the rows of `L`
sum to zero, this sum is the net probability flow into `j`. -/
def IsStationary (p : n → ℝ) (L : Matrix n n ℝ) : Prop :=
  ∀ j, ∑ i, p i * L i j = 0
```

For positive stationary weights, the stationary process run backwards in time has the rates L̃_ij = p_j L_ji / p_i, called `reversed p L`.

```lean
/-- The time-reversed rates `p j * L j i / p i`, for weights `p` without zeros. -/
def reversed (p : n → ℝ) (L : Matrix n n ℝ) : Matrix n n ℝ :=
  Matrix.of fun i j => p j * L j i / p i
```

## (a) The time derivative of a correlation

Show that differentiating a correlation in time replaces g by Lg:

d/dt C_L(t; f, g) = C_L(t; f, Lg).

**Solution.** Since d/dt exp(tL) = exp(tL) L, differentiating the finite sum gives Σ_i p_i f_i (exp(tL) L g)_i, which is the right-hand side. The textbook backward equation has L to the left of the exponential; the two forms agree because L commutes with exp(tL).

In Lean, `φ` is the linear map M ↦ Σ_i p_i f_i (M g)_i, and the chain rule carries the derivative of the exponential through it.

```lean
/-- Backward equation for correlations: the time derivative of the correlation of `f` with `g`
is the correlation of `f` with `L g`. -/
theorem hasDerivAt_corr (p : n → ℝ) (L : Matrix n n ℝ) (f g : n → ℝ) (t : ℝ) :
    HasDerivAt (fun s => corr p L s f g) (corr p L t f (L *ᵥ g)) t := by
  -- the correlation is a linear functional of the propagator
  let φ : Matrix n n ℝ →ₗ[ℝ] ℝ :=
    { toFun := fun M => ∑ i, p i * f i * (M *ᵥ g) i
      map_add' := by
        intro A B
        simp only [Matrix.add_mulVec, Pi.add_apply, mul_add, Finset.sum_add_distrib]
      map_smul' := by
        intro c A
        simp only [Matrix.mulVec, dotProduct, Matrix.smul_apply, smul_eq_mul,
          RingHom.id_apply, Finset.mul_sum]
        refine Finset.sum_congr rfl fun i _ => Finset.sum_congr rfl fun j _ => ?_
        ring }
  have h := (LinearMap.toContinuousLinearMap φ).hasFDerivAt.comp_hasDerivAt t
    (hasDerivAt_exp_smul_const L t)
  have e : corr p L t f (L *ᵥ g) = φ (NormedSpace.exp (t • L) * L) := by
    change _ = ∑ i, p i * f i * ((NormedSpace.exp (t • L) * L) *ᵥ g) i
    simp only [corr, Matrix.mulVec_mulVec]
  rw [e]
  exact h
```

## (b) Reversal of the propagator

Let K be a second real matrix with p_i L_ij = p_j K_ji for all i, j. Show that the propagators inherit this relation at every real t:

p_i exp(tL)_ij = p_j exp(tK)_ji.

**Solution.** Let D be the diagonal matrix with entries p_i. The hypothesis reads D L = Kᵀ D. If D Lᵏ = (Kᵀ)ᵏ D, then

D Lᵏ⁺¹ = (Kᵀ)ᵏ D L = (Kᵀ)ᵏ⁺¹ D,

so the relation holds for all powers. Multiplying by tᵏ/k! and summing over k gives

D exp(tL) = exp(tKᵀ) D = exp(tK)ᵀ D.

The (i, j) entry is the claim. Nothing was divided by p, so zero weights are allowed.

The Lean proof states the hypothesis as `SemiconjBy`, passes to powers with `hs.pow_right`, and equates the two series by uniqueness of their sum.

```lean
/-- If the weighted rates of `L` are those of `K` with the jumps reversed, then the same holds
for the weighted transition matrices at every time. -/
theorem propagator_reversal {p : n → ℝ} {L K : Matrix n n ℝ}
    (h : ∀ i j, p i * L i j = p j * K j i) (t : ℝ) (i j : n) :
    p i * NormedSpace.exp (t • L) i j = p j * NormedSpace.exp (t • K) j i := by
  have hs : SemiconjBy (diagonal p) (t • L) (t • K)ᵀ := by
    change diagonal p * (t • L) = (t • K)ᵀ * diagonal p
    ext a b
    simp only [Matrix.diagonal_mul, Matrix.mul_diagonal, Matrix.transpose_apply,
      Matrix.smul_apply, smul_eq_mul]
    linear_combination t * h a b
  -- the intertwining relation passes to each term of the exponential series
  have h1 := (NormedSpace.exp_series_hasSum_exp' (𝕂 := ℝ) (t • L)).mul_left (diagonal p)
  have h2 := (NormedSpace.exp_series_hasSum_exp' (𝕂 := ℝ) (t • K)ᵀ).mul_right (diagonal p)
  have hterm : (fun k : ℕ => diagonal p * ((k.factorial : ℝ)⁻¹ • (t • L) ^ k)) =
      fun k : ℕ => ((k.factorial : ℝ)⁻¹ • ((t • K)ᵀ) ^ k) * diagonal p := by
    funext k
    rw [mul_smul_comm, smul_mul_assoc, (hs.pow_right k).eq]
  rw [hterm] at h1
  have h4 : NormedSpace.exp (t • K)ᵀ = (NormedSpace.exp (t • K))ᵀ := Matrix.exp_transpose _
  have h6 := congrArg (fun M : Matrix n n ℝ => M * diagonal p) h4
  have h3 : diagonal p * NormedSpace.exp (t • L) =
      (NormedSpace.exp (t • K))ᵀ * diagonal p := (h1.unique h2).trans h6
  have h5 := congrFun (congrFun h3 i) j
  rw [Matrix.diagonal_mul, Matrix.mul_diagonal, Matrix.transpose_apply] at h5
  exact h5.trans (mul_comm _ _)
```

## (c) Exchange of the observables

Under the same hypothesis, show that passing from L to K exchanges the observables:

C_L(t; f, g) = C_K(t; g, f).

**Solution.** Write out the matrix product and apply (b):

C_L(t; f, g) = Σ_i Σ_j f_i g_j p_i exp(tL)_ij
= Σ_j Σ_i p_j g_j exp(tK)_ji f_i
= C_K(t; g, f).

`Finset.sum_comm` exchanges the sums, and `linear_combination` inserts (b) term by term.

```lean
/-- If the weighted rates of `L` are those of `K` with the jumps reversed, the correlations
of `L` are those of `K` with the two observables exchanged. -/
theorem corr_exchange {p : n → ℝ} {L K : Matrix n n ℝ}
    (h : ∀ i j, p i * L i j = p j * K j i) (t : ℝ) (f g : n → ℝ) :
    corr p L t f g = corr p K t g f := by
  simp only [corr, Matrix.mulVec, dotProduct, Finset.mul_sum]
  rw [Finset.sum_comm]
  refine Finset.sum_congr rfl fun j _ => Finset.sum_congr rfl fun i _ => ?_
  linear_combination f i * g j * propagator_reversal h t i j
```

## (d) Rates from short times

Suppose that for some ε > 0 the exchange relation in (c) holds for all f, g and all 0 ≤ t < ε. Recover the relation between the rates:

p_i L_ij = p_j K_ji.

**Solution.** Let f be the indicator of state i and g that of state j. By (a) and exp(0) = 1, the derivatives at t = 0 are

d/dt C_L(t; f, g) = Σ_k p_k f_k (Lg)_k = p_i L_ij,
d/dt C_K(t; g, f) = Σ_k p_k g_k (Kf)_k = p_j K_ji.

The two functions agree on [0, ε), so their right derivatives at zero are equal.

In Lean the indicators are `Pi.single i 1` and `Pi.single j 1`. The derivatives are taken within `Set.Ico 0 ε`, where `UniqueDiffWithinAt.eq_deriv` identifies them.

```lean
/-- If, for some `ε > 0` and all times `0 ≤ t < ε`, the correlations of `L` are those of `K` with
the two observables exchanged, for all observables, then the weighted rates of `L` are those of `K`
with the jumps reversed. -/
theorem rates_of_short_time {p : n → ℝ} {L K : Matrix n n ℝ} {ε : ℝ} (hε : 0 < ε)
    (h : ∀ t, 0 ≤ t → t < ε → ∀ f g, corr p L t f g = corr p K t g f) (i j : n) :
    p i * L i j = p j * K j i := by
  -- compare one-sided derivatives at time zero for the indicators of states i and j
  let f : n → ℝ := Pi.single i 1
  let g : n → ℝ := Pi.single j 1
  have hu := (hasDerivAt_corr p L f g 0).hasDerivWithinAt (s := Set.Ico 0 ε)
  have hv := ((hasDerivAt_corr p K g f 0).hasDerivWithinAt (s := Set.Ico 0 ε)).congr
    (fun t ht => h t ht.1 ht.2 f g) (h 0 le_rfl hε f g)
  have key := UniqueDiffWithinAt.eq_deriv _
    (uniqueDiffOn_Ico (0 : ℝ) ε 0 ⟨le_rfl, hε⟩) hu hv
  simpa [corr, f, g, Pi.single_apply, NormedSpace.exp_zero] using key
```

## (e) Symmetry and detailed balance

Show that C_L(t; f, g) = C_L(t; g, f) for all f, g and all t ≥ 0 if and only if, for all i, j,

p_i L_ij = p_j L_ji.

**Solution.** Set K = L. Symmetry gives detailed balance by (d) with ε = 1, and detailed balance gives symmetry by (c).

The Lean theorem takes any real weights `p` and any real square matrix `L`; a generator with positive stationary probability is a special case. For a generator, detailed balance already implies stationarity, because Σ_i p_i L_ij = p_j Σ_i L_ji = 0.

```lean
/-- Onsager symmetry is equivalent to detailed balance: for real weights `p` and a real
matrix `L`, all correlations at times `t ≥ 0` are symmetric under exchange of the observables
if and only if `p i * L i j = p j * L j i` for all pairs of states. -/
theorem onsager_iff_detailedBalance (p : n → ℝ) (L : Matrix n n ℝ) :
    (∀ t, 0 ≤ t → ∀ f g, corr p L t f g = corr p L t g f) ↔
      ∀ i j, p i * L i j = p j * L j i :=
  ⟨fun h => rates_of_short_time one_pos fun t ht _ => h t ht,
    fun h t _ f g => corr_exchange h t f g⟩
```

## (f) The time-reversed process

Let L be a generator with positive stationary weights p. Show that L̃ is a generator, that p is stationary for it, and that

C_L(t; f, g) = C_L̃(t; g, f).

**Solution.** The off-diagonal entries of L̃ are nonnegative. Its row sums are (1/p_i) Σ_j p_j L_ji = 0, by stationarity of p under L. Stationarity under L̃ follows from the row sums of L:

Σ_i p_i L̃_ij = p_j Σ_i L_ji = 0.

Finally p_j L̃_ji = p_i L_ij, so (c) applies with K = L̃. This last identity is `hr` in the proof.

```lean
/-- For a generator with positive stationary weights, the time-reversed rates again form a
generator with the same stationary weights, and its correlations are the original ones with
the observables exchanged. -/
theorem reversed_process {p : n → ℝ} {L : Matrix n n ℝ} (hp : ∀ i, 0 < p i)
    (hL : IsGenerator L) (hs : IsStationary p L) :
    IsGenerator (reversed p L) ∧ IsStationary p (reversed p L) ∧
      ∀ t f g, corr p L t f g = corr p (reversed p L) t g f := by
  have hr : ∀ i j, p i * L i j = p j * reversed p L j i := by
    intro i j
    change p i * L i j = p j * (p i * L i j / p j)
    rw [mul_div_cancel₀ _ (hp j).ne']
  refine ⟨⟨fun i j hij => ?_, fun i => ?_⟩, fun j => ?_, fun t f g => corr_exchange hr t f g⟩
  · exact div_nonneg (mul_nonneg (hp j).le (hL.1 j i hij.symm)) (hp i).le
  · -- row sums of the reversed rates vanish by stationarity
    change ∑ j, p j * L j i / p i = 0
    rw [← Finset.sum_div, hs i, zero_div]
  · rw [Finset.sum_congr rfl fun i _ => (hr j i).symm, ← Finset.mul_sum, hL.2 j, mul_zero]
```

## (g) A driven three-state ring

States 0, 1, 2 form a ring, with rate a ≥ 0 for 0 → 1 → 2 → 0 and rate b ≥ 0 for the opposite sense.

```lean
/-- Three states on a ring, with jump rate `a` in one sense of rotation and `b` in the other. -/
def ringRates (a b : ℝ) : Matrix (Fin 3) (Fin 3) ℝ :=
  !![-(a + b), a, b; b, -(a + b), a; a, b, -(a + b)]
```

Show that this is a generator with stationary probability 1/3 in each state, and that its correlations are symmetric in the sense of (e) exactly when

a = b.

**Solution.** Each row and each column contains a, b and −(a + b), so all row and column sums vanish. By (e), symmetry requires a/3 = b/3 for the pair (0, 1), hence a = b. Conversely, if a = b the matrix is symmetric and detailed balance holds. For a ≠ b a stationary probability current (a − b)/3 circulates, although the distribution is uniform.

`fin_cases` checks the entries one by one, and `h 0 1` is the balance condition for the pair (0, 1).

```lean
/-- For nonnegative rates the three-state ring is a generator with uniform stationary
probability, and its correlations are Onsager symmetric exactly when the two rates are equal. -/
theorem ring_onsager_iff {a b : ℝ} (ha : 0 ≤ a) (hb : 0 ≤ b) :
    IsGenerator (ringRates a b) ∧ IsStationary (fun _ => 1 / 3) (ringRates a b) ∧
      ((∀ t, 0 ≤ t → ∀ f g, corr (fun _ => 1 / 3) (ringRates a b) t f g =
        corr (fun _ => 1 / 3) (ringRates a b) t g f) ↔ a = b) := by
  refine ⟨⟨fun i j hij => ?_, fun i => ?_⟩, fun j => ?_, ?_⟩
  · fin_cases i <;> fin_cases j <;> simp_all [ringRates]
  · fin_cases i <;> simp [ringRates, Fin.sum_univ_succ]
  · fin_cases j <;> simp [ringRates, Fin.sum_univ_succ] <;> ring
  · rw [onsager_iff_detailedBalance]
    constructor
    · intro h
      have h01 : (1 / 3 : ℝ) * a = 1 / 3 * b := by simpa [ringRates] using h 0 1
      linarith
    · rintro rfl i j
      fin_cases i <;> fin_cases j <;> simp [ringRates]

end

end OnsagerCorrelations
```

```lean
#print axioms OnsagerCorrelations.onsager_iff_detailedBalance
#print axioms OnsagerCorrelations.reversed_process
#print axioms OnsagerCorrelations.ring_onsager_iff
```

```
'OnsagerCorrelations.onsager_iff_detailedBalance' depends on axioms: [propext, Classical.choice, Quot.sound]
'OnsagerCorrelations.reversed_process' depends on axioms: [propext, Classical.choice, Quot.sound]
'OnsagerCorrelations.ring_onsager_iff' depends on axioms: [propext, Classical.choice, Quot.sound]
```
